# Low-rate Poisson restart lowers a finite-valued first-passage time's mean if v > m² and raises it if v < m²

Take a process that finishes at time 1 with probability 9/10 and falls into a trap with probability 1/10, finishing then at time 10. Its mean passage time is m = 1.9 and its variance is v = 7.29, well above m² = 3.61. Now restart it from scratch at random moments, at rate r = 0.1. Some fast runs are interrupted and lose time, but the slow runs are often cut short, and the mean falls to about 1.75. A process that always finishes at time 1 has no slow runs to cut short, so restarting it only wastes time.

## The restarted mean and its initial slope

Let the passage time take positive values tᵢ with probabilities pᵢ, finitely many in number. Write

m = Σ pᵢ tᵢ,  v = Σ pᵢ (tᵢ − m)²,  φ(r) = Σ pᵢ exp(−r tᵢ).

Restarts arrive as a Poisson process of rate r > 0, cost no time, and begin a fresh independent trial. The mean time to passage is then

T(r) = (1 − φ(r)) / (r φ(r)),

and its slope at vanishing rate is

(T(r) − m)/r → (m² − v)/2 as r → 0⁺.

When m² − v is nonzero, its sign therefore decides whether a sufficiently small restart rate helps or hurts.

## Deciding whether to restart trajectories

A code that restarts stochastic searches or rare-event trajectories can apply this test to passage times recorded without restart, provided that restarts are free, memoryless and return to the same initial ensemble. N completed runs, each weighted 1/N, themselves form a finite law of the required kind. The result is exact for that empirical law; sampling error, and bias from discarding unfinished runs, still separate it from the underlying process.

## From one trial to the sign of the slope

For r > 0 every factor exp(−r tᵢ) lies strictly between 0 and 1. The pᵢ are nonnegative and sum to one, so at least one is positive, and hence 0 < φ(r) < 1.

A trial with passage time t ends at t or at the first restart, whichever comes first. It is still running at time s < t with probability exp(−rs), so its mean duration is

∫₀ᵗ exp(−rs) ds = (1 − exp(−rt))/r.

Averaging over t gives D = (1 − φ(r))/r. The trial ends in a restart with probability 1 − φ(r), after which the process begins again. Trials are independent, each reaches passage with probability φ(r) > 0, and none lasts longer than the largest tᵢ, so the mean x is finite. It satisfies

x = D + (1 − φ(r)) x,

so φ(r) x = D and x = T(r).

For small r, the Taylor bound

|exp(−rt) − (1 − rt + r²t²/2)| ≤ r³t³  when rt < 1

shows that (exp(−rt) − 1 + rt)/r² differs from t²/2 by at most r t³. Averaging, and using Σ pᵢ tᵢ² = v + m², gives

Q(r) = (φ(r) − 1 + mr)/r² → (v + m²)/2.

Since 1 − φ(r) = mr − r²Q(r), we have T(r) = (m − rQ(r))/φ(r), and therefore

(T(r) − m)/r = [−Q(r) + m(m − rQ(r))]/φ(r).

As r → 0⁺, φ(r) → 1 and rQ(r) → 0, so the right side tends to

−(v + m²)/2 + m² = (m² − v)/2.

If this limit is negative, the quotient is negative throughout some interval 0 < r < r₀, and there T(r) < m. If it is positive, the same argument gives T(r) > m.

## The Lean file

```lean
import Mathlib

open Filter Topology

namespace PoissonRestart

noncomputable section

/-- A first-passage law with finitely many positive passage times and their probabilities. -/
structure PassageLaw (ι : Type*) [Fintype ι] where
  prob : ι → ℝ
  time : ι → ℝ
  prob_nonneg : ∀ i, 0 ≤ prob i
  prob_sum : ∑ i, prob i = 1
  time_pos : ∀ i, 0 < time i

variable {ι : Type*} [Fintype ι] (L : PassageLaw ι)

/-- The mean first-passage time without restart. -/
def PassageLaw.mean : ℝ := ∑ i, L.prob i * L.time i

/-- The variance of the first-passage time without restart. -/
def PassageLaw.variance : ℝ := ∑ i, L.prob i * (L.time i - L.mean) ^ 2

/-- The Laplace transform of the first-passage law at rate `r`. -/
def PassageLaw.laplace (r : ℝ) : ℝ := ∑ i, L.prob i * Real.exp (-(r * L.time i))

/-- The mean duration of one trial, which ends at passage or at a restart of rate `r`:
the restart survival probability integrated up to the passage time, then averaged. -/
def PassageLaw.trialDuration (r : ℝ) : ℝ :=
  ∑ i, L.prob i * ∫ s in (0 : ℝ)..L.time i, Real.exp (-(r * s))

/-- The formula `(1 - φ(r)) / (r φ(r))`, which for `r > 0` is the mean first-passage time under
Poisson restart at rate `r`. -/
def PassageLaw.restartMean (r : ℝ) : ℝ := (1 - L.laplace r) / (r * L.laplace r)

/-- At a positive restart rate, the Laplace transform lies strictly between zero and one. -/
theorem laplace_between {r : ℝ} (hr : 0 < r) : 0 < L.laplace r ∧ L.laplace r < 1 := by
  have hex : ∃ i, 0 < L.prob i := by
    by_contra h
    have h0 : ∀ i, L.prob i = 0 := fun i =>
      le_antisymm (not_lt.mp fun hi => h ⟨i, hi⟩) (L.prob_nonneg i)
    have hs := L.prob_sum
    simp [h0] at hs
  obtain ⟨i, hi⟩ := hex
  have he : ∀ j, Real.exp (-(r * L.time j)) < 1 := fun j =>
    Real.exp_lt_one_iff.mpr (neg_lt_zero.mpr (mul_pos hr (L.time_pos j)))
  constructor
  · exact Finset.sum_pos' (fun j _ => mul_nonneg (L.prob_nonneg j) (Real.exp_pos _).le)
      ⟨i, Finset.mem_univ i, mul_pos hi (Real.exp_pos _)⟩
  · rw [← L.prob_sum]
    exact Finset.sum_lt_sum
      (fun j _ => mul_le_of_le_one_right (L.prob_nonneg j) (he j).le)
      ⟨i, Finset.mem_univ i, mul_lt_of_lt_one_right hi (he i)⟩

/-- At a positive restart rate, the mean duration of one trial is `(1 - φ(r)) / r`. -/
theorem trialDuration_eq {r : ℝ} (hr : 0 < r) :
    L.trialDuration r = (1 - L.laplace r) / r := by
  have hne : r ≠ 0 := hr.ne'
  have hint : ∀ t : ℝ, ∫ s in (0 : ℝ)..t, Real.exp (-(r * s)) =
      (1 - Real.exp (-(r * t))) / r := by
    intro t
    have h : ∀ s ∈ Set.uIcc 0 t,
        HasDerivAt (fun s : ℝ => -Real.exp (-(r * s)) / r) (Real.exp (-(r * s))) s := by
      intro s _
      have h1 : HasDerivAt (fun s : ℝ => -(r * s)) (-r) s :=
        ((hasDerivAt_id' s).const_mul r).fun_neg.congr_deriv (by ring)
      exact (h1.exp.fun_neg.div_const r).congr_deriv (by field_simp)
    rw [intervalIntegral.integral_eq_sub_of_hasDerivAt h
      (Continuous.intervalIntegrable (by fun_prop) _ _)]
    simp only [mul_zero, neg_zero, Real.exp_zero]
    ring
  unfold PassageLaw.trialDuration
  simp only [hint]
  calc ∑ i, L.prob i * ((1 - Real.exp (-(r * L.time i))) / r)
      = (∑ i, L.prob i - ∑ i, L.prob i * Real.exp (-(r * L.time i))) / r := by
        rw [← Finset.sum_sub_distrib, Finset.sum_div]
        exact Finset.sum_congr rfl fun i _ => by ring
    _ = _ := by simp only [L.prob_sum, PassageLaw.laplace]

/-- At a positive restart rate, the restarted mean is the unique real solution of the renewal
equation: one trial, followed with probability `1 - φ(r)` by a fresh start. -/
theorem renewal_iff {r : ℝ} (hr : 0 < r) (x : ℝ) :
    x = L.trialDuration r + (1 - L.laplace r) * x ↔ x = L.restartMean r := by
  have key : (1 - L.laplace r) / r * r = 1 - L.laplace r := div_mul_cancel₀ _ hr.ne'
  rw [trialDuration_eq L hr, PassageLaw.restartMean,
    eq_div_iff (mul_pos hr (laplace_between L hr).1).ne']
  generalize (1 - L.laplace r) / r = D at key ⊢
  constructor
  · intro h
    linear_combination r * h + key
  · intro h
    apply mul_left_cancel₀ hr.ne'
    linear_combination h - key

/-- The second-order coefficient of `exp (-r t)` at small positive `r` is `t² / 2`. -/
theorem exp_second_order (t : ℝ) :
    Tendsto (fun r : ℝ => (Real.exp (-(r * t)) - 1 + r * t) / r ^ 2)
      (𝓝[>] 0) (𝓝 (t ^ 2 / 2)) := by
  have hc : Tendsto (fun r : ℝ => |-(r * t)|) (𝓝[>] 0) (𝓝 0) :=
    ((by fun_prop : Continuous fun r : ℝ => -(r * t)).abs.tendsto' 0 0
      (by simp)).mono_left nhdsWithin_le_nhds
  have hz : Tendsto (fun r : ℝ => r * |t| ^ 3) (𝓝[>] 0) (𝓝 0) :=
    ((by fun_prop : Continuous fun r : ℝ => r * |t| ^ 3).tendsto' 0 0
      (by simp)).mono_left nhdsWithin_le_nhds
  rw [tendsto_iff_norm_sub_tendsto_zero]
  refine squeeze_zero' (Eventually.of_forall fun r => norm_nonneg _) ?_ hz
  filter_upwards [self_mem_nhdsWithin, hc.eventually_lt_const one_pos] with r hr hx
  have hr0 : 0 < r := hr
  -- The Taylor remainder is cubic in `r * t`.
  have hb : |Real.exp (-(r * t)) - (1 + -(r * t) + (-(r * t)) ^ 2 / 2)|
      ≤ |-(r * t)| ^ 3 := by
    have h := Real.exp_bound hx.le (n := 3) (by norm_num)
    have e : ∑ k ∈ Finset.range 3, (-(r * t)) ^ k / (k.factorial : ℝ) =
        1 + -(r * t) + (-(r * t)) ^ 2 / 2 := by
      simp [Finset.sum_range_succ, Nat.factorial]
    rw [e] at h
    exact h.trans (mul_le_of_le_one_right (by positivity) (by norm_num [Nat.factorial]))
  have e : (Real.exp (-(r * t)) - 1 + r * t) / r ^ 2 - t ^ 2 / 2 =
      (Real.exp (-(r * t)) - (1 + -(r * t) + (-(r * t)) ^ 2 / 2)) / r ^ 2 := by
    field_simp
    ring
  rw [Real.norm_eq_abs, e, abs_div, abs_of_pos (pow_pos hr0 2),
    div_le_iff₀ (pow_pos hr0 2)]
  refine hb.trans (le_of_eq ?_)
  rw [abs_neg, abs_mul, abs_of_pos hr0]
  ring

/-- The second-order coefficient of the Laplace transform is half of `v + m²`. -/
theorem laplace_second_order :
    Tendsto (fun r : ℝ => (L.laplace r - 1 + L.mean * r) / r ^ 2)
      (𝓝[>] 0) (𝓝 ((L.variance + L.mean ^ 2) / 2)) := by
  have hv : ∀ m : ℝ, ∑ i, L.prob i * (L.time i - m) ^ 2 =
      ∑ i, L.prob i * L.time i ^ 2 - 2 * m * ∑ i, L.prob i * L.time i
        + m ^ 2 * ∑ i, L.prob i := by
    intro m
    rw [Finset.mul_sum, Finset.mul_sum, ← Finset.sum_sub_distrib, ← Finset.sum_add_distrib]
    exact Finset.sum_congr rfl fun i _ => by ring
  have hm : ∑ i, L.prob i * L.time i = L.mean := rfl
  have h2 : ∑ i, L.prob i * L.time i ^ 2 = L.variance + L.mean ^ 2 := by
    have h := hv L.mean
    rw [L.prob_sum, hm] at h
    unfold PassageLaw.variance
    linear_combination (-1 : ℝ) * h
  have h := tendsto_finsetSum Finset.univ
    (fun i _ => (exp_second_order (L.time i)).const_mul (L.prob i))
  have e : ∑ i, L.prob i * (L.time i ^ 2 / 2) = (L.variance + L.mean ^ 2) / 2 := by
    rw [← h2, Finset.sum_div]
    exact Finset.sum_congr rfl fun i _ => by ring
  rw [e] at h
  refine h.congr fun r => ?_
  calc ∑ i, L.prob i * ((Real.exp (-(r * L.time i)) - 1 + r * L.time i) / r ^ 2)
      = (∑ i, L.prob i * Real.exp (-(r * L.time i)) - ∑ i, L.prob i
          + (∑ i, L.prob i * L.time i) * r) / r ^ 2 := by
        rw [Finset.sum_mul, ← Finset.sum_sub_distrib, ← Finset.sum_add_distrib,
          Finset.sum_div]
        exact Finset.sum_congr rfl fun i _ => by ring
    _ = _ := by simp only [L.prob_sum, PassageLaw.laplace, PassageLaw.mean]

/-- The initial slope of the mean passage time as a function of restart rate is
`(m² - v) / 2`. -/
theorem restart_linear_response :
    Tendsto (fun r : ℝ => (L.restartMean r - L.mean) / r)
      (𝓝[>] 0) (𝓝 ((L.mean ^ 2 - L.variance) / 2)) := by
  have hQ := laplace_second_order L
  have hr : Tendsto (fun r : ℝ => r) (𝓝[>] 0) (𝓝 0) :=
    (continuous_id.tendsto (0 : ℝ)).mono_left nhdsWithin_le_nhds
  have hφ : Tendsto (fun r : ℝ => L.laplace r) (𝓝[>] 0) (𝓝 1) := by
    have hc : Continuous (fun r : ℝ => L.laplace r) := by
      simp only [PassageLaw.laplace]
      fun_prop
    exact (hc.tendsto' 0 1 (by simp [PassageLaw.laplace, L.prob_sum])).mono_left
      nhdsWithin_le_nhds
  -- Express the slope through the second-order quotient of the Laplace transform.
  have h : Tendsto (fun r : ℝ =>
      (-((L.laplace r - 1 + L.mean * r) / r ^ 2) + L.mean *
        (L.mean - r * ((L.laplace r - 1 + L.mean * r) / r ^ 2))) / L.laplace r)
      (𝓝[>] 0) (𝓝 ((-((L.variance + L.mean ^ 2) / 2) + L.mean *
        (L.mean - 0 * ((L.variance + L.mean ^ 2) / 2))) / 1)) :=
    (hQ.neg.add ((tendsto_const_nhds.sub (hr.mul hQ)).const_mul L.mean)).div hφ one_ne_zero
  have e : (-((L.variance + L.mean ^ 2) / 2) + L.mean *
      (L.mean - 0 * ((L.variance + L.mean ^ 2) / 2))) / 1 =
      (L.mean ^ 2 - L.variance) / 2 := by ring
  rw [e] at h
  refine h.congr' ?_
  filter_upwards [self_mem_nhdsWithin] with r hr
  have hr0 : r ≠ 0 := ne_of_gt hr
  have hp : L.laplace r ≠ 0 := (laplace_between L hr).1.ne'
  unfold PassageLaw.restartMean
  field_simp
  ring

/-- For all sufficiently small positive rates, Poisson restart lowers the mean passage time
if `v > m²` and raises it if `v < m²`. -/
theorem restart_criterion :
    (L.mean ^ 2 < L.variance →
      ∃ r₀ > 0, ∀ r, 0 < r → r < r₀ → L.restartMean r < L.mean) ∧
    (L.variance < L.mean ^ 2 →
      ∃ r₀ > 0, ∀ r, 0 < r → r < r₀ → L.mean < L.restartMean r) := by
  constructor
  · intro hv
    have h := (restart_linear_response L).eventually_lt_const
      (show (L.mean ^ 2 - L.variance) / 2 < 0 by linarith)
    obtain ⟨u, hu, hs⟩ := mem_nhdsGT_iff_exists_Ioo_subset.mp h
    refine ⟨u, hu, fun r h0 h1 => ?_⟩
    have h2 : (L.restartMean r - L.mean) / r < 0 := hs ⟨h0, h1⟩
    have h3 := (div_lt_iff₀ h0).mp h2
    linarith
  · intro hv
    have h := (restart_linear_response L).eventually_const_lt
      (show 0 < (L.mean ^ 2 - L.variance) / 2 by linarith)
    obtain ⟨u, hu, hs⟩ := mem_nhdsGT_iff_exists_Ioo_subset.mp h
    refine ⟨u, hu, fun r h0 h1 => ?_⟩
    have h2 : 0 < (L.restartMean r - L.mean) / r := hs ⟨h0, h1⟩
    have h3 := (lt_div_iff₀ h0).mp h2
    linarith

/-- A passage taking time 1 with probability 9/10 and time 10 with probability 1/10. -/
def trapLaw : PassageLaw (Fin 2) where
  prob := ![9 / 10, 1 / 10]
  time := ![1, 10]
  prob_nonneg := by intro i; fin_cases i <;> norm_num
  prob_sum := by norm_num [Fin.sum_univ_two]
  time_pos := by intro i; fin_cases i <;> norm_num

/-- A passage that always takes time 1. -/
def clockLaw : PassageLaw Unit where
  prob := fun _ => 1
  time := fun _ => 1
  prob_nonneg := fun _ => zero_le_one
  prob_sum := by simp
  time_pos := fun _ => one_pos

/-- The two-time law has variance above its squared mean, and the deterministic law has
variance below its squared mean. -/
theorem restart_criterion_witness :
    trapLaw.mean ^ 2 < trapLaw.variance ∧ clockLaw.variance < clockLaw.mean ^ 2 := by
  constructor
  · norm_num [PassageLaw.variance, PassageLaw.mean, trapLaw, Fin.sum_univ_two]
  · norm_num [PassageLaw.variance, PassageLaw.mean, clockLaw]

end

end PoissonRestart
```

```lean
#print axioms PoissonRestart.renewal_iff
#print axioms PoissonRestart.restart_criterion
```

```
'PoissonRestart.renewal_iff' depends on axioms: [propext, Classical.choice, Quot.sound]
'PoissonRestart.restart_criterion' depends on axioms: [propext, Classical.choice, Quot.sound]
```

## What is established, and for which model

`PassageLaw ι` holds the probabilities and times, indexed by a finite type `ι`, together with the conditions that make them a law of positive passage times. Zero probabilities and repeated times are allowed. `mean`, `variance` and `laplace` are m, v and φ; the variance is that of the law itself, with no N − 1 correction. The rate `r` is a real number in inverse time units, and `𝓝[>] 0` means that it approaches zero from above.

`restart_criterion` contains both implications. Each supplies an `r₀ > 0` such that the stated inequality holds for every rate strictly between 0 and `r₀`. It gives no formula for `r₀`, so it does not certify a particular rate in a production run. It does not settle the case v = m², and it says nothing about large rates. In the trap example a large rate is harmful, because no trial can finish before time 1.

`restartMean` is defined by the formula for T(r). Its link to the process is `renewal_iff`: for r > 0, a real number solves the renewal equation exactly when it equals `restartMean`. The restart process itself is not constructed as a random object; the renewal equation stands for free, instantaneous restarts with independent trials. Restart overhead, correlated trials, periodic restart and continuous passage-time distributions are not covered.

## How the proof follows the calculation

`laplace_between` finds an outcome of positive probability and compares the sums term by term. `trialDuration_eq` evaluates the survival integral from an explicit antiderivative, and `renewal_iff` solves the linear equation, with `linear_combination` doing the algebra.

`exp_second_order` takes the cubic remainder from `Real.exp_bound` with `n = 3` and squeezes the error to zero. `laplace_second_order` sums these limits over the outcomes and identifies the second moment as v + m². `restart_linear_response` takes the limit of the expression in Q(r) above, then uses `field_simp` and `ring` to show that it equals the slope quotient for r > 0.

In `restart_criterion`, `eventually_lt_const` and `eventually_const_lt` turn the sign of the limit into a sign near zero, and `mem_nhdsGT_iff_exists_Ioo_subset` extracts the interval (0, r₀). Multiplying by the positive rate gives the two inequalities. `restart_criterion_witness` checks that `trapLaw`, the opening example, has v > m², and that `clockLaw`, which always takes time 1, has v < m².
